# Anomalous dispersion of a Lorentz oscillator with damping below its resonance frequency

For $f>0$ and $0<g<w_0$, the real part of

$$\chi(w)=\frac{f}{w_0^2-w^2-igw}$$

is strictly decreasing on an interval $[a,b]$ with $0<a<b$ if and only if $w_0^2-gw_0\le a^2$ and $b^2\le w_0^2+gw_0$. Over all $w>0$ its maximum is $f/(g(2w_0-g))$ and its minimum is $-f/(g(2w_0+g))$.

## The driven, damped charge

Here $w$ is the driving frequency, $w_0$ the resonance frequency, $g$ the damping rate and $f$ the strength, with charge, mass and density absorbed into it. The damping is phenomenological: one constant rate stands for the processes that broaden the line homogeneously. A positive $f$ describes an absorbing transition. The condition $g<w_0$ is stronger than underdamping, $g<2w_0$, and places the maximum at a positive frequency. Anomalous dispersion means here that $\operatorname{Re}\chi$ falls as $w$ rises. The refractive index also depends on $\operatorname{Im}\chi$, and the range where it falls can be different.

## Where the response falls

Write $u_w=w_0^2-w^2$ and $D_w=u_w^2+g^2w^2$. Multiplying numerator and denominator by the conjugate of the denominator gives

$$R(w)=\operatorname{Re}\chi(w)=\frac{f\,u_w}{D_w}.$$

For two positive frequencies $w,v$, the numerator of $R(w)-R(v)$ over $D_wD_v$ is $f$ times

$$u_wD_v-u_vD_w=u_wu_v(u_v-u_w)+g^2(u_wv^2-u_vw^2).$$

Since $u_v-u_w=w^2-v^2$ and $u_wv^2-u_vw^2=w_0^2(v^2-w^2)$,

$$R(w)-R(v)=\frac{f\,(v^2-w^2)(g^2w_0^2-u_wu_v)}{D_wD_v}.$$

Call the positive frequencies with $w_0^2-gw_0\le w^2\le w_0^2+gw_0$ the band. Let $w<v$. In the band, $|u_w|,|u_v|\le gw_0$, so $(gw_0-u_w)(gw_0+u_v)\ge0$. Expanding,

$$g^2w_0^2-u_wu_v\ge gw_0(v^2-w^2)>0,$$

and $R$ falls. Below the band both $u$ are at least $gw_0$; above it both are at most $-gw_0$. As they differ, $u_wu_v>g^2w_0^2$, and $R$ rises.

If $a^2<w_0^2-gw_0$, then $R$ rises from $a$ to $\min(b,\sqrt{w_0^2-gw_0})$. If $b^2>w_0^2+gw_0$, it rises from $\max(a,\sqrt{w_0^2+gw_0})$ to $b$. Either way it is not strictly decreasing on $[a,b]$.

## The two extreme values

Substituting $g^2w^2=g^2(w_0^2-u_w)$ into $D_w$ gives

$$D_w-g(2w_0-g)u_w=(u_w-gw_0)^2,\qquad D_w+g(2w_0+g)u_w=(u_w+gw_0)^2.$$

Hence

$$\frac{f}{g(2w_0-g)}-R(w)=\frac{f(u_w-gw_0)^2}{g(2w_0-g)D_w}\ge0,$$

$$R(w)+\frac{f}{g(2w_0+g)}=\frac{f(u_w+gw_0)^2}{g(2w_0+g)D_w}\ge0.$$

Equality holds at $w^2=w_0^2-gw_0$ and $w^2=w_0^2+gw_0$ respectively, the two band edges.

## Reading the theorem

In `anomalous_dispersion` all parameters are real and `chi` is complex-valued. `StrictAntiOn` on `Icc a b` means strict decrease on the closed interval. `IsGreatest` and `IsLeast`, applied to the image of `Ioi 0`, say that each value bounds the response at all positive frequencies and is attained there.

The model is one isolated resonance with constant damping, without a background or local-field correction. The band criterion alone, `strictAntiOn_Icc_iff`, needs only $g>0$ with $f,w_0>0$.

A definition of anomalous dispersion by $R'(w)<0$ would give the open band, because the derivative vanishes at the edges. Monotonicity on intervals keeps the edges and needs no differentiation.

## The extrema in a response calculation

Damped response theory replaces $w$ by $w+i\gamma$ with a chosen $\gamma>0$. An isolated excitation from the ground state, at frequency $w_n$ and with a nonzero transition dipole along the chosen axis, then adds to the diagonal polarizability component for that axis a positive multiple of $1/(w_n^2-(w+i\gamma)^2)$, which has the form of $\chi$ with $w_0^2=w_n^2+\gamma^2$ and $g=2\gamma$. For a single resonance of this form with $g<w_0$, the positions $w_-$ of the maximum and $w_+$ of the minimum give both parameters:

$$w_0^2=\frac{w_-^2+w_+^2}{2},\qquad g=\frac{w_+^2-w_-^2}{2w_0}.$$

Overlapping resonances shift these positions.

## The Lean file and its proof

```lean
import Mathlib

open Set

namespace LorentzAnomalousDispersion

noncomputable section

/-- Susceptibility of a Lorentz oscillator with strength `f`, resonance frequency `w0` and
damping `g`, at the driving frequency `w`. -/
def chi (f w0 g w : ℝ) : ℂ :=
  (f : ℂ) / ((w0 : ℂ) ^ 2 - (w : ℂ) ^ 2 - Complex.I * g * w)

/-- The dispersive response: the real part of the susceptibility. -/
def dispersion (f w0 g w : ℝ) : ℝ := (chi f w0 g w).re

/-- The dispersive response written in real quantities. -/
theorem dispersion_eq (f w0 g w : ℝ) :
    dispersion f w0 g w =
      f * (w0 ^ 2 - w ^ 2) / ((w0 ^ 2 - w ^ 2) ^ 2 + (g * w) ^ 2) := by
  have h : (w0 : ℂ) ^ 2 - (w : ℂ) ^ 2 - Complex.I * g * w
      = ⟨w0 ^ 2 - w ^ 2, -(g * w)⟩ := by
    apply Complex.ext <;> simp [pow_two]
  rw [dispersion, chi, h, Complex.div_re]
  simp only [Complex.ofReal_re, Complex.ofReal_im, Complex.normSq_apply, zero_mul, zero_div,
    add_zero]
  congr 1
  ring

/-- The squared modulus of the resonance denominator is positive for a damped oscillator
driven at a positive frequency. -/
theorem den_pos (w0 : ℝ) {g w : ℝ} (hg : 0 < g) (hw : 0 < w) :
    0 < (w0 ^ 2 - w ^ 2) ^ 2 + (g * w) ^ 2 :=
  add_pos_of_nonneg_of_pos (sq_nonneg _) (pow_pos (mul_pos hg hw) 2)

/-- The difference of the dispersive response at two driving frequencies, in factored form. -/
theorem dispersion_sub (f w0 : ℝ) {g w v : ℝ} (hg : 0 < g) (hw : 0 < w) (hv : 0 < v) :
    dispersion f w0 g w - dispersion f w0 g v =
      f * (v ^ 2 - w ^ 2) * (g ^ 2 * w0 ^ 2 - (w0 ^ 2 - w ^ 2) * (w0 ^ 2 - v ^ 2)) /
        (((w0 ^ 2 - w ^ 2) ^ 2 + (g * w) ^ 2) * ((w0 ^ 2 - v ^ 2) ^ 2 + (g * v) ^ 2)) := by
  rw [dispersion_eq, dispersion_eq,
    div_sub_div _ _ (den_pos w0 hg hw).ne' (den_pos w0 hg hv).ne']
  congr 1
  ring

/-- Anomalous dispersion: the response strictly decreases on the positive frequencies in the band
`w0² - g w0 ≤ w² ≤ w0² + g w0`. -/
theorem strictAntiOn_band {f w0 g : ℝ} (hf : 0 < f) (h0 : 0 < w0) (hg : 0 < g) :
    StrictAntiOn (dispersion f w0 g)
      {w | 0 < w ∧ w0 ^ 2 - g * w0 ≤ w ^ 2 ∧ w ^ 2 ≤ w0 ^ 2 + g * w0} := by
  rintro w ⟨hw, h1, h2⟩ v ⟨hv, h3, h4⟩ hwv
  have hsq : w ^ 2 < v ^ 2 := pow_lt_pow_left₀ hwv hw.le two_ne_zero
  -- `w0² - w²` and `w0² - v²` are at most `g w0` in size, and they differ
  have hfac : 0 < g ^ 2 * w0 ^ 2 - (w0 ^ 2 - w ^ 2) * (w0 ^ 2 - v ^ 2) := by
    nlinarith [mul_nonneg (show 0 ≤ g * w0 - (w0 ^ 2 - w ^ 2) by linarith)
      (show 0 ≤ g * w0 + (w0 ^ 2 - v ^ 2) by linarith),
      mul_pos (mul_pos hg h0) (sub_pos.2 hsq)]
  have key := dispersion_sub f w0 hg hw hv
  have hpos := div_pos (mul_pos (mul_pos hf (sub_pos.2 hsq)) hfac)
    (mul_pos (den_pos w0 hg hw) (den_pos w0 hg hv))
  linarith

/-- Normal dispersion on either side: the response strictly increases on the positive frequencies
where `w² ≤ w0² - g w0`, and also where `w0² + g w0 ≤ w²`. -/
theorem strictMonoOn_outside {f w0 g : ℝ} (hf : 0 < f) (h0 : 0 < w0) (hg : 0 < g) :
    StrictMonoOn (dispersion f w0 g) {w | 0 < w ∧ w ^ 2 ≤ w0 ^ 2 - g * w0} ∧
    StrictMonoOn (dispersion f w0 g) {w | 0 < w ∧ w0 ^ 2 + g * w0 ≤ w ^ 2} := by
  have hgw := mul_pos hg h0
  -- the response rises from `w` to `v` if `(w0² - w²) (w0² - v²)` exceeds `(g w0)²`
  have rise : ∀ w v : ℝ, 0 < w → 0 < v → w ^ 2 < v ^ 2 →
      0 < (w0 ^ 2 - w ^ 2) * (w0 ^ 2 - v ^ 2) - g ^ 2 * w0 ^ 2 →
      dispersion f w0 g w < dispersion f w0 g v := by
    intro w v hw hv hsq hfac
    have key := dispersion_sub f w0 hg hv hw
    have hnum : 0 < f * (w ^ 2 - v ^ 2) *
        (g ^ 2 * w0 ^ 2 - (w0 ^ 2 - v ^ 2) * (w0 ^ 2 - w ^ 2)) := by
      have := mul_pos hf (mul_pos (sub_pos.2 hsq) hfac)
      linarith
    have hpos := div_pos hnum (mul_pos (den_pos w0 hg hv) (den_pos w0 hg hw))
    linarith
  constructor
  · rintro w ⟨hw, h1⟩ v ⟨hv, h2⟩ hwv
    have hsq : w ^ 2 < v ^ 2 := pow_lt_pow_left₀ hwv hw.le two_ne_zero
    have p1 : 0 ≤ w0 ^ 2 - w ^ 2 - g * w0 := by linarith
    have p2 : 0 ≤ w0 ^ 2 - v ^ 2 - g * w0 := by linarith
    exact rise w v hw hv hsq (by
      nlinarith [mul_nonneg p1 p2, mul_nonneg hgw.le p2, mul_pos hgw (sub_pos.2 hsq)])
  · rintro w ⟨hw, h1⟩ v ⟨hv, h2⟩ hwv
    have hsq : w ^ 2 < v ^ 2 := pow_lt_pow_left₀ hwv hw.le two_ne_zero
    have p1 : 0 ≤ w ^ 2 - w0 ^ 2 - g * w0 := by linarith
    have p2 : 0 ≤ v ^ 2 - w0 ^ 2 - g * w0 := by linarith
    exact rise w v hw hv hsq (by
      nlinarith [mul_nonneg p1 p2, mul_nonneg hgw.le p1, mul_pos hgw (sub_pos.2 hsq)])

/-- For `0 < a < b` the response strictly decreases on `[a, b]` exactly when the interval lies in
the band `w0² - g w0 ≤ w² ≤ w0² + g w0`. -/
theorem strictAntiOn_Icc_iff {f w0 g a b : ℝ} (hf : 0 < f) (h0 : 0 < w0) (hg : 0 < g)
    (ha : 0 < a) (hab : a < b) :
    StrictAntiOn (dispersion f w0 g) (Icc a b) ↔
      w0 ^ 2 - g * w0 ≤ a ^ 2 ∧ b ^ 2 ≤ w0 ^ 2 + g * w0 := by
  constructor
  · intro h
    constructor
    · -- otherwise the response rises just above `a`
      by_contra! hc
      have hac : a < min b (√(w0 ^ 2 - g * w0)) := lt_min hab ((Real.lt_sqrt ha.le).2 hc)
      have hsq : (min b (√(w0 ^ 2 - g * w0))) ^ 2 ≤ w0 ^ 2 - g * w0 :=
        (pow_le_pow_left₀ (ha.trans hac).le (min_le_right _ _) 2).trans
          (Real.sq_sqrt ((sq_nonneg a).trans hc.le)).le
      have up := (strictMonoOn_outside hf h0 hg).1 ⟨ha, hc.le⟩ ⟨ha.trans hac, hsq⟩ hac
      have down := h ⟨le_rfl, hab.le⟩ ⟨hac.le, min_le_left _ _⟩ hac
      exact lt_asymm up down
    · -- otherwise the response rises just below `b`
      by_contra! hc
      have hb := ha.trans hab
      have hcb : max a (√(w0 ^ 2 + g * w0)) < b := max_lt hab ((Real.sqrt_lt' hb).2 hc)
      have hsq : w0 ^ 2 + g * w0 ≤ (max a (√(w0 ^ 2 + g * w0))) ^ 2 :=
        (Real.sq_sqrt (by positivity)).ge.trans
          (pow_le_pow_left₀ (Real.sqrt_nonneg _) (le_max_right _ _) 2)
      have up := (strictMonoOn_outside hf h0 hg).2
        ⟨ha.trans_le (le_max_left _ _), hsq⟩ ⟨hb, hc.le⟩ hcb
      have down := h ⟨le_max_left _ _, hcb.le⟩ ⟨hab.le, le_rfl⟩ hcb
      exact lt_asymm up down
  · rintro ⟨h1, h2⟩
    refine (strictAntiOn_band hf h0 hg).mono ?_
    intro w hw
    exact ⟨ha.trans_le hw.1, h1.trans (pow_le_pow_left₀ ha.le hw.1 2),
      (pow_le_pow_left₀ (ha.le.trans hw.1) hw.2 2).trans h2⟩

/-- For `g < 2 w0` the response is at most `f / (g (2 w0 - g))`, with equality exactly at
`w² = w0² - g w0`. -/
theorem dispersion_le {f w0 g w : ℝ} (hf : 0 < f) (hg : 0 < g) (hgw : g < 2 * w0)
    (hw : 0 < w) :
    dispersion f w0 g w ≤ f / (g * (2 * w0 - g)) ∧
      (dispersion f w0 g w = f / (g * (2 * w0 - g)) ↔ w ^ 2 = w0 ^ 2 - g * w0) := by
  have hq : 0 < g * (2 * w0 - g) := mul_pos hg (sub_pos.2 hgw)
  have hd := den_pos w0 hg hw
  -- the distance to the bound is a perfect square over a positive denominator
  have gap : f / (g * (2 * w0 - g)) - dispersion f w0 g w =
      f * (w ^ 2 - (w0 ^ 2 - g * w0)) ^ 2 /
        (g * (2 * w0 - g) * ((w0 ^ 2 - w ^ 2) ^ 2 + (g * w) ^ 2)) := by
    rw [dispersion_eq, div_sub_div _ _ hq.ne' hd.ne']
    congr 1
    ring
  refine ⟨?_, fun h => ?_, fun h => ?_⟩
  · have := div_nonneg (mul_nonneg hf.le (sq_nonneg (w ^ 2 - (w0 ^ 2 - g * w0))))
      (mul_pos hq hd).le
    linarith
  · rw [h, sub_self] at gap
    have h1 := (div_eq_zero_iff.1 gap.symm).resolve_right (mul_pos hq hd).ne'
    have h2 := (pow_eq_zero_iff two_ne_zero).1 ((mul_eq_zero.1 h1).resolve_left hf.ne')
    linarith
  · rw [sub_eq_zero.2 h, zero_pow two_ne_zero, mul_zero, zero_div] at gap
    linarith

/-- The response is at least `-f / (g (2 w0 + g))`, with equality exactly at
`w² = w0² + g w0`. -/
theorem le_dispersion {f w0 g w : ℝ} (hf : 0 < f) (h0 : 0 < w0) (hg : 0 < g) (hw : 0 < w) :
    -f / (g * (2 * w0 + g)) ≤ dispersion f w0 g w ∧
      (dispersion f w0 g w = -f / (g * (2 * w0 + g)) ↔ w ^ 2 = w0 ^ 2 + g * w0) := by
  have hq : 0 < g * (2 * w0 + g) := by positivity
  have hd := den_pos w0 hg hw
  have gap : dispersion f w0 g w - -f / (g * (2 * w0 + g)) =
      f * (w ^ 2 - (w0 ^ 2 + g * w0)) ^ 2 /
        (((w0 ^ 2 - w ^ 2) ^ 2 + (g * w) ^ 2) * (g * (2 * w0 + g))) := by
    rw [dispersion_eq, div_sub_div _ _ hd.ne' hq.ne']
    congr 1
    ring
  refine ⟨?_, fun h => ?_, fun h => ?_⟩
  · have := div_nonneg (mul_nonneg hf.le (sq_nonneg (w ^ 2 - (w0 ^ 2 + g * w0))))
      (mul_pos hd hq).le
    linarith
  · rw [h, sub_self] at gap
    have h1 := (div_eq_zero_iff.1 gap.symm).resolve_right (mul_pos hd hq).ne'
    have h2 := (pow_eq_zero_iff two_ne_zero).1 ((mul_eq_zero.1 h1).resolve_left hf.ne')
    linarith
  · rw [sub_eq_zero.2 h, zero_pow two_ne_zero, mul_zero, zero_div] at gap
    linarith

/-- For `0 < g < w0` the real part of the Lorentz susceptibility strictly decreases on exactly
those intervals of positive frequencies that lie in the band `w0² - g w0 ≤ w² ≤ w0² + g w0`;
its maximum over positive frequencies is `f / (g (2 w0 - g))` and its minimum is
`-f / (g (2 w0 + g))`. -/
theorem anomalous_dispersion {f w0 g : ℝ} (hf : 0 < f) (hg : 0 < g) (hgw : g < w0) :
    (∀ a b : ℝ, 0 < a → a < b →
      (StrictAntiOn (fun w => (chi f w0 g w).re) (Icc a b) ↔
        w0 ^ 2 - g * w0 ≤ a ^ 2 ∧ b ^ 2 ≤ w0 ^ 2 + g * w0)) ∧
    IsGreatest ((fun w => (chi f w0 g w).re) '' Ioi 0) (f / (g * (2 * w0 - g))) ∧
    IsLeast ((fun w => (chi f w0 g w).re) '' Ioi 0) (-f / (g * (2 * w0 + g))) := by
  have h0 : 0 < w0 := hg.trans hgw
  have h2 : g < 2 * w0 := by linarith
  have hm : 0 < w0 ^ 2 - g * w0 := by nlinarith [mul_pos h0 (sub_pos.2 hgw)]
  have hp : 0 < w0 ^ 2 + g * w0 := by positivity
  refine ⟨fun a b ha hab => strictAntiOn_Icc_iff hf h0 hg ha hab, ⟨?_, ?_⟩, ⟨?_, ?_⟩⟩
  · exact ⟨√(w0 ^ 2 - g * w0), Real.sqrt_pos.2 hm,
      (dispersion_le hf hg h2 (Real.sqrt_pos.2 hm)).2.2 (Real.sq_sqrt hm.le)⟩
  · rintro _ ⟨w, hw, rfl⟩
    exact (dispersion_le hf hg h2 hw).1
  · exact ⟨√(w0 ^ 2 + g * w0), Real.sqrt_pos.2 hp,
      (le_dispersion hf h0 hg (Real.sqrt_pos.2 hp)).2.2 (Real.sq_sqrt hp.le)⟩
  · rintro _ ⟨w, hw, rfl⟩
    exact (le_dispersion hf h0 hg hw).1

end

end LorentzAnomalousDispersion
```

```lean
#print axioms LorentzAnomalousDispersion.anomalous_dispersion
```

```
'LorentzAnomalousDispersion.anomalous_dispersion' depends on axioms: [propext, Classical.choice, Quot.sound]
```

`dispersion_eq` computes the real part, `den_pos` gives $D_w>0$, and `dispersion_sub` is the factored difference, with `ring` checking the numerators.

In `strictAntiOn_band`, `nlinarith` receives the product $(gw_0-u_w)(gw_0+u_v)\ge0$ used above. `strictMonoOn_outside` proves the rising case once, as `rise`, and applies it on each side of the band. `strictAntiOn_Icc_iff` then argues by contradiction, using the same `min` and `max` points as the derivation.

In `dispersion_le` and `le_dispersion`, the identity `gap` is the perfect square over a positive denominator; it yields both the bound and the equality condition. The final theorem supplies the band edges $\sqrt{w_0^2-gw_0}$ and $\sqrt{w_0^2+gw_0}$ as the frequencies where the extrema are attained.
